# Two walkers with nonzero overlap on a fixed trial determinant have the same mixed Green function exactly when their orbitals span the same space

## Orbital matrices and the mixed Green function

Fix an orthonormal one-particle basis of \(M\) functions. A Slater determinant of \(N\) fermions is stored as a complex \(M\times N\) matrix whose columns are the occupied orbitals. The columns need not be orthonormal. The matrix \(F\) describes the trial determinant, and \(P\) and \(Q\) describe walkers, which here are the determinants propagated in an auxiliary-field projector Monte Carlo calculation.

The dagger denotes the conjugate transpose. The \(N\times N\) matrix \(F^\dagger P\) is the overlap matrix, and its determinant is the many-body overlap \(\langle F|P\rangle\). When it is invertible, the mixed Green function is

\[
G(F,P)=P\,(F^\dagger P)^{-1}F^\dagger .
\]

In this index convention \(G_{ij}=\langle F|c_j^\dagger c_i|P\rangle/\langle F|P\rangle\), where \(c_j^\dagger\) and \(c_i\) create and annihilate a particle in basis functions \(j\) and \(i\). The column space \(\operatorname{col}P\) is the set of all vectors \(Pv\) with \(v\in\mathbb C^N\), that is, the space spanned by the orbitals.

## Equal Green functions and equal orbital spaces

**Claim.** If \(F^\dagger P\) and \(F^\dagger Q\) are invertible, then \(G(F,P)=G(F,Q)\) if and only if \(\operatorname{col}P=\operatorname{col}Q\).

Write \(G=G(F,P)\). The Green function leaves the walker's orbitals fixed:

\[
GP=P(F^\dagger P)^{-1}(F^\dagger P)=P .
\]

Every vector \(Gv=P\,[(F^\dagger P)^{-1}F^\dagger v]\) lies in \(\operatorname{col}P\), and every \(Pv=G(Pv)\) lies in \(\operatorname{col}G\). Hence \(\operatorname{col}G=\operatorname{col}P\), and equal Green functions force equal orbital spaces.

For the converse, let \(\operatorname{col}P=\operatorname{col}Q\). Each column of \(Q\) is a combination of the columns of \(P\), so \(Q=PR\) for some \(N\times N\) matrix \(R\). In the same way \(P=QS\). Then \(P=PRS\), and multiplying by \(F^\dagger\) gives \(F^\dagger P=(F^\dagger P)RS\). Cancelling the invertible overlap matrix leaves \(RS=1\), so \(\det R\,\det S=1\) and \(R\) is invertible. Therefore

\[
G(F,PR)=PR\,\bigl(F^\dagger PR\bigr)^{-1}F^\dagger
=PR\,R^{-1}(F^\dagger P)^{-1}F^\dagger=G(F,P),
\]

which proves the claim.

The trial determinant can be treated in the same way. If \(S\) is now any invertible matrix that mixes the trial orbitals, then \((FS)^\dagger PR=S^\dagger(F^\dagger P)R\), and

\[
G(FS,PR)=PR\,R^{-1}(F^\dagger P)^{-1}(S^\dagger)^{-1}S^\dagger F^\dagger=G(F,P).
\]

Moreover,

\[
G(F,P)^\dagger=F(P^\dagger F)^{-1}P^\dagger=G(P,F),
\]

so the column space of \(G^\dagger\) is \(\operatorname{col}F\). For two pairs \((F,P)\) and \((F',Q)\) with invertible overlap matrices, the Green functions therefore agree exactly when \(\operatorname{col}F=\operatorname{col}F'\) and \(\operatorname{col}P=\operatorname{col}Q\).

## What reorthogonalization changes

During propagation the columns of a walker can become nearly parallel, and a QR factorization \(P=UR\) supplies orthonormal columns \(U\). The overlap factorizes as

\[
\det(F^\dagger UR)=\det(F^\dagger U)\,\det R .
\]

If the left side is nonzero, so is \(\det R\), and the mixing identity gives \(G(F,U)=G(F,UR)\). For a single-determinant trial state and a finite basis, the ratio \(\langle F|O|P\rangle/\langle F|P\rangle\) of a single walker, with \(O\) a one-body operator, is thus unaffected when \(P\) is replaced by \(U\). A ratio of overlaps taken across the replacement must account for \(\det R\). So must a population average in which each walker's coefficient is multiplied by an overlap recomputed from \(U\). A weight that already contains the overlap \(\langle F|P\rangle\), as with importance sampling, stays as it is.

## Column spaces and the Green function in Lean

The finite index types `m` and `n` label basis functions and orbitals, so \(M\) and \(N\) are their sizes. All determinants in a statement share the same `n`, which means the same particle number.

```lean
import Mathlib

open Matrix

namespace WalkerReorthogonalization

noncomputable section

variable {m n : Type*} [Fintype m] [Fintype n]
```

The column space is defined as the range of the linear map \(v\mapsto Pv\), a complex subspace of the vectors indexed by `m`.

```lean
/-- The space spanned by the orbitals stored as the columns of `P`. -/
def columnSpace {m n : Type*} [Fintype n] (P : Matrix m n ℂ) : Submodule ℂ (m → ℂ) :=
  LinearMap.range P.mulVecLin
```

Membership then has its usual meaning: \(x\) is in the space when some coefficient vector \(v\) gives \(Pv=x\). In the code `*ᵥ` is the matrix-vector product.

```lean
/-- A vector lies in the column space when it is a linear combination of the orbitals. -/
theorem mem_columnSpace {m n : Type*} [Fintype n] {P : Matrix m n ℂ} {x : m → ℂ} :
    x ∈ columnSpace P ↔ ∃ v, P *ᵥ v = x :=
  LinearMap.mem_range
```

The Green function is written as in the hand calculation, with `Fᴴ` for \(F^\dagger\). The definition itself carries no invertibility condition, because Mathlib assigns the value zero to the inverse of a singular matrix; the theorems that need a true inverse assume one.

```lean
variable [DecidableEq n]

/-- The mixed Green function `P (Fᴴ P)⁻¹ Fᴴ` of a trial determinant `F` and a walker `P`, where `Fᴴ`
is the conjugate transpose. -/
def mixedGreen (F P : Matrix m n ℂ) : Matrix m m ℂ :=
  P * (Fᴴ * P)⁻¹ * Fᴴ
```

That assumption has the form `IsUnit (Fᴴ * P).det`. Over the complex numbers it says that the overlap \(\langle F|P\rangle\) is nonzero, so the trial and walker are not orthogonal as many-body states.

The first theorem is \(\operatorname{col}G=\operatorname{col}P\). The auxiliary statement `hfix` is \(GP=P\), and the two halves after `constructor` supply the coefficient vectors \((F^\dagger P)^{-1}F^\dagger v\) and \(Pv\) found above.

```lean
/-- The column space of the mixed Green function is the orbital space of the walker. -/
theorem columnSpace_mixedGreen {F P : Matrix m n ℂ} (h : IsUnit (Fᴴ * P).det) :
    columnSpace (mixedGreen F P) = columnSpace P := by
  -- the Green function leaves every walker orbital fixed
  have hfix : mixedGreen F P * P = P := by
    unfold mixedGreen
    rw [Matrix.mul_assoc, Matrix.mul_assoc, Matrix.nonsing_inv_mul _ h, Matrix.mul_one]
  ext x
  rw [mem_columnSpace, mem_columnSpace]
  constructor
  · rintro ⟨v, rfl⟩
    exact ⟨((Fᴴ * P)⁻¹ * Fᴴ) *ᵥ v, by
      rw [Matrix.mulVec_mulVec, mixedGreen, Matrix.mul_assoc]⟩
  · rintro ⟨v, rfl⟩
    exact ⟨P *ᵥ v, by rw [Matrix.mulVec_mulVec, hfix]⟩
```

## Factoring one walker through another

An inclusion of column spaces yields a matrix factor. The vector `Pi.single j 1` is the unit vector \(e_j\), so `key` says that column \(j\) of \(P\) equals \(Qw\) for some \(w\). The `choose` step selects one such \(w_j\) for each \(j\), and these vectors become the columns of \(R\), with \(R_{kj}=(w_j)_k\). The final lines check \(P=QR\) entry by entry.

```lean
omit [Fintype m] in
/-- If the orbitals `P` lie in the space spanned by the orbitals `Q`, then `P = Q R` for some
square coefficient matrix `R`. -/
theorem exists_factor {P Q : Matrix m n ℂ} (h : columnSpace P ≤ columnSpace Q) :
    ∃ R : Matrix n n ℂ, P = Q * R := by
  have key : ∀ j : n, ∃ w, Q *ᵥ w = P *ᵥ Pi.single j 1 := fun j =>
    mem_columnSpace.1 (h (mem_columnSpace.2 ⟨_, rfl⟩))
  choose w hw using key
  refine ⟨Matrix.of fun k j => w j k, ?_⟩
  ext i j
  have e : P i j = (P *ᵥ Pi.single j 1) i := by
    simp [Matrix.mulVec, dotProduct, Pi.single_apply]
  exact e.trans ((congrFun (hw j) i).symm.trans
    (by simp [Matrix.mul_apply, Matrix.mulVec, dotProduct]))
```

With an invertible overlap matrix, equality of the spaces amounts to an invertible change of orbitals. In the forward direction `hR` is \(Q=PR\) and `hS` is \(P=QS\). The step `h1` is \((F^\dagger P)RS=F^\dagger P\), and `h2` cancels the overlap matrix to obtain \(RS=1\). If \(\det R\) were zero, taking determinants would give \(0=1\). In the reverse direction, \(Pv=(PR)(R^{-1}v)\) and \((PR)v=P(Rv)\) give the two inclusions.

```lean
/-- For a walker `P` with invertible overlap matrix, `Q` spans the same orbital space exactly
when `Q = P R` with an invertible mixing matrix `R`. -/
theorem columnSpace_eq_iff {F P Q : Matrix m n ℂ} (h : IsUnit (Fᴴ * P).det) :
    columnSpace P = columnSpace Q ↔ ∃ R : Matrix n n ℂ, IsUnit R.det ∧ Q = P * R := by
  constructor
  · intro hs
    obtain ⟨R, hR⟩ := exists_factor hs.ge
    obtain ⟨S, hS⟩ := exists_factor hs.le
    have h1 : (Fᴴ * P) * (R * S) = Fᴴ * P := by
      rw [Matrix.mul_assoc, ← Matrix.mul_assoc P R S, ← hR, ← hS]
    -- cancel the invertible overlap matrix
    have h2 : R * S = 1 := by
      calc R * S = (Fᴴ * P)⁻¹ * ((Fᴴ * P) * (R * S)) := by
            rw [← Matrix.mul_assoc (Fᴴ * P)⁻¹ (Fᴴ * P) (R * S),
              Matrix.nonsing_inv_mul _ h, Matrix.one_mul]
        _ = 1 := by rw [h1, Matrix.nonsing_inv_mul _ h]
    refine ⟨R, ?_, hR⟩
    rw [isUnit_iff_ne_zero]
    intro h0
    have h3 := congrArg Matrix.det h2
    simp [Matrix.det_mul, h0] at h3
  · rintro ⟨R, hR, rfl⟩
    ext x
    rw [mem_columnSpace, mem_columnSpace]
    constructor
    · rintro ⟨v, rfl⟩
      exact ⟨R⁻¹ *ᵥ v, by
        rw [Matrix.mulVec_mulVec, Matrix.mul_assoc, Matrix.mul_nonsing_inv _ hR,
          Matrix.mul_one]⟩
    · rintro ⟨v, rfl⟩
      exact ⟨R *ᵥ v, by rw [Matrix.mulVec_mulVec]⟩
```

## Mixing the orbitals and exchanging the two states

The next theorem is \(G(FS,PR)=G(F,P)\) for invertible \(S\) and \(R\). The statement `e` computes the new overlap matrix \(S^\dagger(F^\dagger P)R\), and `Matrix.mul_inv_rev` inverts the product in reverse order. The `calc` block then brings \(R\) next to \(R^{-1}\) and \((S^\dagger)^{-1}\) next to \(S^\dagger\), where both pairs cancel.

```lean
/-- Invertible mixing of the trial orbitals among themselves, and of the walker orbitals among
themselves, leaves the mixed Green function unchanged. -/
theorem mixedGreen_mixing (F P : Matrix m n ℂ) {S R : Matrix n n ℂ}
    (hS : IsUnit S.det) (hR : IsUnit R.det) :
    mixedGreen (F * S) (P * R) = mixedGreen F P := by
  have hS' : IsUnit (Sᴴ).det := by
    rw [Matrix.det_conjTranspose]
    exact hS.star
  have e : (F * S)ᴴ * (P * R) = Sᴴ * (Fᴴ * P) * R := by
    simp only [Matrix.conjTranspose_mul, Matrix.mul_assoc]
  unfold mixedGreen
  rw [e, Matrix.mul_inv_rev, Matrix.mul_inv_rev, Matrix.conjTranspose_mul]
  -- the mixing matrices meet their inverses
  calc P * R * (R⁻¹ * ((Fᴴ * P)⁻¹ * (Sᴴ)⁻¹)) * (Sᴴ * Fᴴ)
      = P * (R * R⁻¹) * (Fᴴ * P)⁻¹ * ((Sᴴ)⁻¹ * Sᴴ) * Fᴴ := by
        simp only [Matrix.mul_assoc]
    _ = P * (Fᴴ * P)⁻¹ * Fᴴ := by
        rw [Matrix.mul_nonsing_inv _ hR, Matrix.nonsing_inv_mul _ hS', Matrix.mul_one,
          Matrix.mul_one]
```

Taking the adjoint reverses the product and exchanges trial and walker.

```lean
/-- The adjoint of the mixed Green function exchanges the roles of trial and walker. -/
theorem mixedGreen_conjTranspose (F P : Matrix m n ℂ) :
    (mixedGreen F P)ᴴ = mixedGreen P F := by
  simp only [mixedGreen, Matrix.conjTranspose_mul, Matrix.conjTranspose_nonsing_inv,
    Matrix.conjTranspose_conjTranspose, Matrix.mul_assoc]
```

## The trial and walker spaces together

The two-sided theorem allows the trial determinants to differ. Its local lemma `swap` notes that \(B^\dagger A=(A^\dagger B)^\dagger\), so one overlap matrix is invertible when the other is. From equal Green functions, the walker spaces follow directly from `columnSpace_mixedGreen`, and the trial spaces follow from the same theorem applied to the adjoints. Conversely, equal spaces give \(F'=FS\) and \(Q=PR\) with invertible factors, and the mixing theorem finishes the proof.

```lean
/-- Two trial-walker pairs with invertible overlap matrices have the same mixed Green function
exactly when their trial orbital spaces agree and their walker orbital spaces agree. -/
theorem mixedGreen_eq_iff_both {F F' P Q : Matrix m n ℂ}
    (hP : IsUnit (Fᴴ * P).det) (hQ : IsUnit (F'ᴴ * Q).det) :
    mixedGreen F P = mixedGreen F' Q ↔
      columnSpace F = columnSpace F' ∧ columnSpace P = columnSpace Q := by
  have swap : ∀ {A B : Matrix m n ℂ}, IsUnit (Aᴴ * B).det → IsUnit (Bᴴ * A).det := by
    intro A B h
    have e : Bᴴ * A = (Aᴴ * B)ᴴ := by
      rw [Matrix.conjTranspose_mul, Matrix.conjTranspose_conjTranspose]
    rw [e, Matrix.det_conjTranspose]
    exact h.star
  constructor
  · intro h
    constructor
    · -- the trial space is read off from the adjoint
      have h' := congrArg Matrix.conjTranspose h
      rw [mixedGreen_conjTranspose, mixedGreen_conjTranspose] at h'
      rw [← columnSpace_mixedGreen (swap hP), h', columnSpace_mixedGreen (swap hQ)]
    · rw [← columnSpace_mixedGreen hP, h, columnSpace_mixedGreen hQ]
  · rintro ⟨hF, hPQ⟩
    obtain ⟨S, hS, rfl⟩ := (columnSpace_eq_iff (swap hP)).1 hF
    obtain ⟨R, hR, rfl⟩ := (columnSpace_eq_iff hP).1 hPQ
    exact (mixedGreen_mixing F P hS hR).symm
```

Setting \(F'=F\) makes the condition on the trial spaces trivially true, and the original claim remains.

```lean
/-- For a fixed trial determinant `F`, two walkers with invertible overlap matrices have the same
mixed Green function if and only if their orbitals span the same space. -/
theorem mixedGreen_eq_iff {F P Q : Matrix m n ℂ}
    (hP : IsUnit (Fᴴ * P).det) (hQ : IsUnit (Fᴴ * Q).det) :
    mixedGreen F P = mixedGreen F Q ↔ columnSpace P = columnSpace Q :=
  (mixedGreen_eq_iff_both hP hQ).trans (and_iff_right rfl)
```

## Replacing a factored walker

The last theorem concerns any factorization \(P=UR\) with nonzero overlap. It requires neither orthonormal columns in \(U\) nor a triangular \(R\), so the QR factorization is a special case. The proof obtains `hd`, the product formula for the overlap, and deduces from it that \(\det R\) is nonzero. It then applies the mixing theorem with the trial orbitals left alone, \(S=1\).

```lean
/-- Replacing a walker `U R` of nonzero overlap by its factor `U` keeps the mixed Green function,
while the overlap of the old walker is that of the new one times `det R`. -/
theorem reorthogonalization {F U : Matrix m n ℂ} {R : Matrix n n ℂ}
    (h : IsUnit (Fᴴ * (U * R)).det) :
    mixedGreen F U = mixedGreen F (U * R) ∧
      (Fᴴ * (U * R)).det = (Fᴴ * U).det * R.det := by
  have hd : (Fᴴ * (U * R)).det = (Fᴴ * U).det * R.det := by
    rw [← Matrix.mul_assoc, Matrix.det_mul]
  -- a nonzero overlap forces `R` to be invertible
  have hR : IsUnit R.det := by
    rw [hd] at h
    exact isUnit_of_mul_isUnit_right h
  have hG := mixedGreen_mixing F U (S := 1) (R := R) (by simp) hR
  rw [Matrix.mul_one] at hG
  exact ⟨hG.symm, hd⟩

end

end WalkerReorthogonalization
```

These are exact matrix identities; rounding error and the numerical stability of a particular factorization are separate matters, as are trial states built from several determinants.

```lean
#print axioms WalkerReorthogonalization.mixedGreen_eq_iff
#print axioms WalkerReorthogonalization.reorthogonalization
```

```
'WalkerReorthogonalization.mixedGreen_eq_iff' depends on axioms: [propext, Classical.choice, Quot.sound]
'WalkerReorthogonalization.reorthogonalization' depends on axioms: [propext, Classical.choice, Quot.sound]
```
